# On a finite state set, exponential weights have the largest entropy among distributions with the same averages

A simple maximum-entropy reweighting code starts from equally weighted states and adjusts multipliers $l_k$ until the weighted averages of chosen observables match their targets, then accepts the exponential weights as the answer without searching over other distributions. For a finite list of states and exactly matched averages, the bound below justifies that step.

## The bound and its use in a code

Let $\Omega$ be a finite nonempty set of states $i$, and let $A_k(i)$ be real observables labelled by $k$ in a finite set $K$. For real multipliers $l_k$, define

$$q_i=\frac{1}{Z}\exp\Big(-\sum_k l_kA_k(i)\Big),\qquad Z=\sum_i\exp\Big(-\sum_k l_kA_k(i)\Big).$$

For a probability vector $p$, write $\langle f\rangle_p=\sum_i p_i f(i)$ and $S(p)=-\sum_i p_i\log p_i$, with $0\log 0=0$. Then

$$\langle A_k\rangle_p=\langle A_k\rangle_q\ \text{for all }k\quad\Longrightarrow\quad S(p)\le S(q),$$

with equality only for $p=q$.

Once a solver has matched the averages, no other distribution that meets the same constraints has as much entropy. If two runs end at different multipliers but the same averages, their weights coincide; this can happen when the observables are linearly dependent.

For a quantum system with a finite-dimensional Hilbert space and commuting observables, $\Omega$ can label a joint eigenbasis, and the bound then compares density matrices diagonal in that basis. It says nothing about whether an isolated system relaxes to a generalised Gibbs ensemble.

## From a scalar inequality to the entropy deficit

Take $a\ge0$, $b>0$ and $a\ne b$. If $a>0$, the inequality $\log x<x-1$ at $x=b/a\neq1$, multiplied by $a$, gives $a(\log b-\log a)<b-a$. Changing signs,

$$a-b<a(\log a-\log b).$$

If $a=0$, this reads $-b<0$.

Define the relative entropy $D(p\|q)=\sum_i p_i(\log p_i-\log q_i)$. If $p\ne q$, apply the inequality with $a=p_i$ and $b=q_i$ wherever they differ; where they agree, both sides vanish. At least one term is strict, so

$$0=\sum_i(p_i-q_i)<D(p\|q).$$

If $p=q$, then $D=0$. Hence $D\ge0$, with equality exactly when $p=q$.

The exponential weights are positive and $\Omega$ is nonempty, so $Z>0$, and $q$ is positive and normalised. Its logarithm is $\log q_i=-\sum_k l_kA_k(i)-\log Z$. Inserting this, exchanging the sums over $i$ and $k$, and using $\sum_i p_i=1$ gives

$$D(p\|q)=\log Z+\sum_k l_k\langle A_k\rangle_p-S(p).$$

Since $D\ge0$, this is the Gibbs variational principle,

$$S(p)-\sum_k l_k\langle A_k\rangle_p\le\log Z,$$

with equality exactly at $p=q$. Setting $p=q$ gives $S(q)=\log Z+\sum_k l_k\langle A_k\rangle_q$. When the averages agree, subtraction leaves

$$S(q)-S(p)=D(p\|q)\ge0,$$

which proves the bound and its equality case.

If instead all $l_k\ge0$ and $\langle A_k\rangle_p\le\langle A_k\rangle_q$, the variational principle gives

$$S(p)\le\log Z+\sum_k l_k\langle A_k\rangle_p\le\log Z+\sum_k l_k\langle A_k\rangle_q=S(q).$$

For two ensembles with equal averages, each bounds the other's entropy. Their entropies are therefore equal, and the equality case makes the distributions equal.

A small test case has two modes on the states $00,10,01,11$, with their occupation numbers as observables and multipliers $\log2$ and $\log3$. The unnormalised weights are $1,\tfrac12,\tfrac13,\tfrac16$, so $Z=2$ and $q=(\tfrac12,\tfrac14,\tfrac16,\tfrac1{12})$. The trial vector $p=(\tfrac23,\tfrac1{12},0,\tfrac14)$ has the same mean occupations, $\tfrac13$ and $\tfrac14$, but differs from $q$ and so has strictly smaller entropy.

## The definitions and proofs in Lean

```lean
import Mathlib

open Finset

namespace GeneralisedGibbsEnsemble

noncomputable section

variable {Ω K : Type*} [Fintype Ω] [Fintype K]

/-- A probability vector on the finite set of states: nonnegative weights that sum to one. -/
def IsProb (p : Ω → ℝ) : Prop := (∀ i, 0 ≤ p i) ∧ ∑ i, p i = 1

/-- The Shannon entropy `S(p) = -∑ p log p`; unoccupied states contribute zero. -/
def entropy (p : Ω → ℝ) : ℝ := -(∑ i, p i * Real.log (p i))

/-- The average `⟨f⟩_p = ∑ p f` of an observable `f` in the distribution `p`. -/
def mean (p f : Ω → ℝ) : ℝ := ∑ i, p i * f i

/-- The relative entropy `D(p‖q) = ∑ p (log p - log q)`. -/
def relEntropy (p q : Ω → ℝ) : ℝ := ∑ i, p i * (Real.log (p i) - Real.log (q i))

/-- The partition function `Z = ∑ exp(-∑ₖ lₖ Aₖ)` for observables `A` and multipliers `l`. -/
def partitionFn (l : K → ℝ) (A : K → Ω → ℝ) : ℝ := ∑ i, Real.exp (-(∑ k, l k * A k i))

/-- The generalised Gibbs ensemble `q = exp(-∑ₖ lₖ Aₖ) / Z`. -/
def gge (l : K → ℝ) (A : K → Ω → ℝ) (i : Ω) : ℝ :=
  Real.exp (-(∑ k, l k * A k i)) / partitionFn l A

/-- For weights `a ≥ 0` and `b > 0` with `a ≠ b` one has `a - b < a (log a - log b)`. -/
theorem sub_lt_mul_log_ratio {a b : ℝ} (ha : 0 ≤ a) (hb : 0 < b) (hne : a ≠ b) :
    a - b < a * (Real.log a - Real.log b) := by
  rcases ha.eq_or_lt with h | h
  · have h0 : a = 0 := h.symm
    rw [h0, zero_mul]
    linarith
  · have ha' : a ≠ 0 := h.ne'
    have h1 : b / a ≠ 1 := by
      intro h'
      apply hne
      rw [div_eq_iff ha', one_mul] at h'
      exact h'.symm
    -- log x < x - 1 at x = b / a, multiplied by a
    have h2 := Real.log_lt_sub_one_of_pos (div_pos hb h) h1
    rw [Real.log_div hb.ne' ha'] at h2
    have h3 := mul_lt_mul_of_pos_left h2 h
    have h4 : a * (b / a) = b := by field_simp
    have h5 : a * (b / a - 1) = b - a := by rw [mul_sub, h4, mul_one]
    have h6 : a * (Real.log a - Real.log b) = -(a * (Real.log b - Real.log a)) := by ring
    linarith

/-- Gibbs' inequality: the relative entropy of a probability vector `p` with respect to a
strictly positive normalised `q` is nonnegative, and vanishes exactly when `p = q`. -/
theorem gibbs_inequality {p q : Ω → ℝ} (hp : IsProb p) (hq0 : ∀ i, 0 < q i)
    (hq1 : ∑ i, q i = 1) :
    0 ≤ relEntropy p q ∧ (relEntropy p q = 0 ↔ p = q) := by
  have hself : p = q → relEntropy p q = 0 := by
    intro h
    rw [h]
    simp [relEntropy]
  have hpos : p ≠ q → 0 < relEntropy p q := by
    intro hne
    obtain ⟨j, hj⟩ := Function.ne_iff.mp hne
    have hle : ∀ i ∈ (univ : Finset Ω),
        p i - q i ≤ p i * (Real.log (p i) - Real.log (q i)) := by
      intro i _
      by_cases h : p i = q i
      · rw [h]
        simp
      · exact (sub_lt_mul_log_ratio (hp.1 i) (hq0 i) h).le
    -- sum the pointwise bound, strict at the state j
    have hlt : ∑ i, (p i - q i) < ∑ i, p i * (Real.log (p i) - Real.log (q i)) :=
      Finset.sum_lt_sum hle ⟨j, mem_univ j, sub_lt_mul_log_ratio (hp.1 j) (hq0 j) hj⟩
    -- both vectors are normalised
    have h0 : ∑ i, (p i - q i) = 0 := by
      rw [Finset.sum_sub_distrib, hp.2, hq1, sub_self]
    rw [h0] at hlt
    exact hlt
  by_cases h : p = q
  · exact ⟨(hself h).ge, fun _ => h, hself⟩
  · exact ⟨(hpos h).le, fun h0 => absurd h0 (hpos h).ne', hself⟩

/-- The partition function on a nonempty set of states is strictly positive. -/
theorem partitionFn_pos [Nonempty Ω] (l : K → ℝ) (A : K → Ω → ℝ) : 0 < partitionFn l A :=
  Finset.sum_pos (fun _ _ => Real.exp_pos _) Finset.univ_nonempty

/-- The generalised Gibbs ensemble is a probability vector with strictly positive weights. -/
theorem gge_isProb [Nonempty Ω] (l : K → ℝ) (A : K → Ω → ℝ) :
    IsProb (gge l A) ∧ ∀ i, 0 < gge l A i := by
  have hZ := partitionFn_pos l A
  have hpos : ∀ i, 0 < gge l A i := fun i => div_pos (Real.exp_pos _) hZ
  have hsum : ∑ i, gge l A i = 1 := by
    simp only [gge]
    rw [← Finset.sum_div]
    exact div_self hZ.ne'
  exact ⟨⟨fun i => (hpos i).le, hsum⟩, hpos⟩

/-- The relative entropy of a probability vector `p` with respect to the generalised Gibbs
ensemble is `log Z + ∑ₖ lₖ ⟨Aₖ⟩_p - S(p)`. -/
theorem relEntropy_gge [Nonempty Ω] (l : K → ℝ) (A : K → Ω → ℝ) {p : Ω → ℝ} (hp : IsProb p) :
    relEntropy p (gge l A)
      = Real.log (partitionFn l A) + (∑ k, l k * mean p (A k)) - entropy p := by
  have hZ := partitionFn_pos l A
  -- the logarithm of the ensemble is affine in the observables
  have hlog : ∀ i, Real.log (gge l A i)
      = -(∑ k, l k * A k i) - Real.log (partitionFn l A) := by
    intro i
    unfold gge
    rw [Real.log_div (Real.exp_pos _).ne' hZ.ne', Real.log_exp]
  have hswap : ∑ k, l k * mean p (A k) = ∑ i, p i * (∑ k, l k * A k i) := by
    simp only [mean, Finset.mul_sum]
    rw [Finset.sum_comm]
    exact Finset.sum_congr rfl fun i _ => Finset.sum_congr rfl fun k _ => by ring
  have hZ' : ∑ i, p i * Real.log (partitionFn l A) = Real.log (partitionFn l A) := by
    rw [← Finset.sum_mul, hp.2, one_mul]
  calc relEntropy p (gge l A)
      = ∑ i, (p i * Real.log (partitionFn l A) + p i * (∑ k, l k * A k i)
          + p i * Real.log (p i)) := by
        unfold relEntropy
        refine Finset.sum_congr rfl fun i _ => ?_
        rw [hlog]
        ring
    _ = Real.log (partitionFn l A) + (∑ k, l k * mean p (A k)) - entropy p := by
        rw [Finset.sum_add_distrib, Finset.sum_add_distrib, hZ', hswap]
        unfold entropy
        ring

/-- The entropy of the generalised Gibbs ensemble `q` is `log Z + ∑ₖ lₖ ⟨Aₖ⟩_q`. -/
theorem entropy_gge [Nonempty Ω] (l : K → ℝ) (A : K → Ω → ℝ) :
    entropy (gge l A)
      = Real.log (partitionFn l A) + ∑ k, l k * mean (gge l A) (A k) := by
  have h1 := relEntropy_gge l A (gge_isProb l A).1
  have h0 : relEntropy (gge l A) (gge l A) = 0 := by simp [relEntropy]
  linarith

/-- Gibbs variational principle: every probability vector has `S(p) - ∑ₖ lₖ ⟨Aₖ⟩_p ≤ log Z`,
with equality exactly for the generalised Gibbs ensemble. -/
theorem gibbs_variational_principle [Nonempty Ω] (l : K → ℝ) (A : K → Ω → ℝ) {p : Ω → ℝ}
    (hp : IsProb p) :
    entropy p - (∑ k, l k * mean p (A k)) ≤ Real.log (partitionFn l A) ∧
      (entropy p - (∑ k, l k * mean p (A k)) = Real.log (partitionFn l A) ↔ p = gge l A) := by
  have hq := gge_isProb l A
  obtain ⟨h0, hiff⟩ := gibbs_inequality hp hq.2 hq.1.2
  rw [relEntropy_gge l A hp] at h0 hiff
  refine ⟨by linarith, fun h => hiff.mp (by linarith), fun h => ?_⟩
  have h1 := hiff.mpr h
  linarith

/-- If a probability vector `p` has the same averages of all `Aₖ` as the generalised Gibbs
ensemble `q`, then `S(q) - S(p) = D(p‖q)`. -/
theorem entropy_deficit [Nonempty Ω] (l : K → ℝ) (A : K → Ω → ℝ) {p : Ω → ℝ} (hp : IsProb p)
    (hA : ∀ k, mean p (A k) = mean (gge l A) (A k)) :
    entropy (gge l A) - entropy p = relEntropy p (gge l A) := by
  have hs : ∑ k, l k * mean p (A k) = ∑ k, l k * mean (gge l A) (A k) :=
    Finset.sum_congr rfl fun k _ => by rw [hA k]
  have h1 := relEntropy_gge l A hp
  have h2 := entropy_gge l A
  linarith

/-- Maximum entropy: a probability vector with the same averages of all `Aₖ` as the generalised
Gibbs ensemble has at most its entropy, with equality only for the ensemble itself. -/
theorem gge_maximises_entropy [Nonempty Ω] (l : K → ℝ) (A : K → Ω → ℝ) {p : Ω → ℝ}
    (hp : IsProb p) (hA : ∀ k, mean p (A k) = mean (gge l A) (A k)) :
    entropy p ≤ entropy (gge l A) ∧ (entropy p = entropy (gge l A) ↔ p = gge l A) := by
  have hq := gge_isProb l A
  obtain ⟨h0, hiff⟩ := gibbs_inequality hp hq.2 hq.1.2
  -- the entropy deficit is a relative entropy
  have hd := entropy_deficit l A hp hA
  refine ⟨by linarith, fun h => hiff.mp (by linarith), fun h => ?_⟩
  have h1 := hiff.mpr h
  linarith

/-- For nonnegative multipliers, a probability vector whose averages of all `Aₖ` do not exceed
those of the generalised Gibbs ensemble has at most its entropy. -/
theorem gge_maximises_entropy_of_le [Nonempty Ω] (l : K → ℝ) (A : K → Ω → ℝ) {p : Ω → ℝ}
    (hp : IsProb p) (hl : ∀ k, 0 ≤ l k) (hA : ∀ k, mean p (A k) ≤ mean (gge l A) (A k)) :
    entropy p ≤ entropy (gge l A) := by
  have hs : ∑ k, l k * mean p (A k) ≤ ∑ k, l k * mean (gge l A) (A k) :=
    Finset.sum_le_sum fun k _ => mul_le_mul_of_nonneg_left (hA k) (hl k)
  have h1 := (gibbs_variational_principle l A hp).1
  have h2 := entropy_gge l A
  linarith

/-- Two generalised Gibbs ensembles built on the same observables that give the same averages
of all of them are the same distribution. -/
theorem gge_eq_of_mean_eq [Nonempty Ω] (l l' : K → ℝ) (A : K → Ω → ℝ)
    (hA : ∀ k, mean (gge l' A) (A k) = mean (gge l A) (A k)) :
    gge l' A = gge l A := by
  -- each ensemble bounds the entropy of the other
  have h1 := gge_maximises_entropy l A (gge_isProb l' A).1 hA
  have h2 := gge_maximises_entropy l' A (gge_isProb l A).1 fun k => (hA k).symm
  exact h1.2.mp (le_antisymm h1.1 h2.1)

/-- The occupation numbers of two modes on the four states `00, 10, 01, 11`. -/
def twoModeOcc : Fin 2 → Fin 4 → ℝ := ![![0, 1, 0, 1], ![0, 0, 1, 1]]

/-- The multipliers `log 2` and `log 3` for the two occupation numbers. -/
def twoModeMult : Fin 2 → ℝ := ![Real.log 2, Real.log 3]

/-- The distribution `(2/3, 1/12, 0, 1/4)` on the four states. -/
def twoModeTrial : Fin 4 → ℝ := ![2 / 3, 1 / 12, 0, 1 / 4]

/-- The trial distribution is a probability vector with the same mean occupations as the
two-mode ensemble, differs from it, and has strictly smaller entropy. -/
theorem gge_maximises_entropy_witness :
    IsProb twoModeTrial ∧
      (∀ k, mean twoModeTrial (twoModeOcc k)
        = mean (gge twoModeMult twoModeOcc) (twoModeOcc k)) ∧
      twoModeTrial ≠ gge twoModeMult twoModeOcc ∧
      entropy twoModeTrial < entropy (gge twoModeMult twoModeOcc) := by
  have h2 : Real.exp (Real.log 2) = 2 := Real.exp_log (by norm_num)
  have h3 : Real.exp (Real.log 3) = 3 := Real.exp_log (by norm_num)
  have e0 : ∑ k, twoModeMult k * twoModeOcc k 0 = 0 := by
    simp [twoModeMult, twoModeOcc, Fin.sum_univ_two]
  have e1 : ∑ k, twoModeMult k * twoModeOcc k 1 = Real.log 2 := by
    simp [twoModeMult, twoModeOcc, Fin.sum_univ_two]
  have e2 : ∑ k, twoModeMult k * twoModeOcc k 2 = Real.log 3 := by
    simp [twoModeMult, twoModeOcc, Fin.sum_univ_two]
  have e3 : ∑ k, twoModeMult k * twoModeOcc k 3 = Real.log 2 + Real.log 3 := by
    simp [twoModeMult, twoModeOcc, Fin.sum_univ_two]
  -- weights 1, 1/2, 1/3, 1/6 and Z = 2
  have w0 : Real.exp (-(∑ k, twoModeMult k * twoModeOcc k 0)) = 1 := by
    rw [e0]
    simp
  have w1 : Real.exp (-(∑ k, twoModeMult k * twoModeOcc k 1)) = 1 / 2 := by
    rw [e1, Real.exp_neg, h2]
    norm_num
  have w2 : Real.exp (-(∑ k, twoModeMult k * twoModeOcc k 2)) = 1 / 3 := by
    rw [e2, Real.exp_neg, h3]
    norm_num
  have w3 : Real.exp (-(∑ k, twoModeMult k * twoModeOcc k 3)) = 1 / 6 := by
    rw [e3, Real.exp_neg, Real.exp_add, h2, h3]
    norm_num
  have hZ : partitionFn twoModeMult twoModeOcc = 2 := by
    unfold partitionFn
    rw [Fin.sum_univ_four, w0, w1, w2, w3]
    norm_num
  have q0 : gge twoModeMult twoModeOcc 0 = 1 / 2 := by
    unfold gge
    rw [w0, hZ]
  have q1 : gge twoModeMult twoModeOcc 1 = 1 / 4 := by
    unfold gge
    rw [w1, hZ]
    norm_num
  have q2 : gge twoModeMult twoModeOcc 2 = 1 / 6 := by
    unfold gge
    rw [w2, hZ]
    norm_num
  have q3 : gge twoModeMult twoModeOcc 3 = 1 / 12 := by
    unfold gge
    rw [w3, hZ]
    norm_num
  have hp : IsProb twoModeTrial := by
    refine ⟨fun i => ?_, ?_⟩
    · fin_cases i <;> simp [twoModeTrial]
      norm_num
    · simp [twoModeTrial, Fin.sum_univ_four]
      norm_num
  have hA : ∀ k, mean twoModeTrial (twoModeOcc k)
      = mean (gge twoModeMult twoModeOcc) (twoModeOcc k) := by
    refine Fin.forall_fin_two.mpr ⟨?_, ?_⟩
    · simp only [mean, Fin.sum_univ_four, q0, q1, q2, q3]
      simp [twoModeTrial, twoModeOcc]
      norm_num
    · simp only [mean, Fin.sum_univ_four, q0, q1, q2, q3]
      simp [twoModeTrial, twoModeOcc]
      norm_num
  have hne : twoModeTrial ≠ gge twoModeMult twoModeOcc := by
    intro h
    have h0 := congrFun h 0
    have p0 : twoModeTrial 0 = 2 / 3 := by simp [twoModeTrial]
    rw [q0, p0] at h0
    norm_num at h0
  have hmain := gge_maximises_entropy twoModeMult twoModeOcc hp hA
  exact ⟨hp, hA, hne, lt_of_le_of_ne hmain.1 fun h => hne (hmain.2.mp h)⟩

end

end GeneralisedGibbsEnsemble
```

```lean
#print axioms GeneralisedGibbsEnsemble.gge_maximises_entropy
#print axioms GeneralisedGibbsEnsemble.gge_maximises_entropy_of_le
#print axioms GeneralisedGibbsEnsemble.gge_eq_of_mean_eq
```

```
'GeneralisedGibbsEnsemble.gge_maximises_entropy' depends on axioms: [propext, Classical.choice, Quot.sound]
'GeneralisedGibbsEnsemble.gge_maximises_entropy_of_le' depends on axioms: [propext, Classical.choice, Quot.sound]
'GeneralisedGibbsEnsemble.gge_eq_of_mean_eq' depends on axioms: [propext, Classical.choice, Quot.sound]
```

## What the hypotheses cover

The types `Ω` and `K` are the states and the observable labels. `A k i` is $A_k(i)$, `l k` is $l_k$, and `gge l A i` is $q_i$. `IsProb p` requires nonnegative entries that sum to one, so $p$ may have empty states. `K` may be empty, in which case $q$ is uniform. Logarithms are natural and entropy is in units of Boltzmann's constant. The minus sign in the exponent is part of the convention: for energy the multiplier is $\beta$, and for particle number it is $-\beta\mu$, where $\beta$ is the inverse temperature in energy units and $\mu$ the chemical potential.

In `gge_maximises_entropy`, `hp` says that `p` is a probability vector and `hA` that every average agrees exactly. The conclusion contains both the inequality and the equivalence between equal entropy and `p = gge l A`.

The proof follows the derivation:

- `sub_lt_mul_log_ratio` splits into $a=0$ and $a>0$. `gibbs_inequality` sums its result with `Finset.sum_lt_sum`, which needs one strict term.
- `partitionFn_pos` and `gge_isProb` supply positivity and normalisation.
- `relEntropy_gge` inserts $\log q_i$ and exchanges the sums with `Finset.sum_comm`; `entropy_gge` sets $p=q$.
- `gibbs_variational_principle`, `entropy_deficit` and `gge_maximises_entropy` combine these results by `linarith`.
- `gge_maximises_entropy_of_le` treats the one-sided constraints, and `gge_eq_of_mean_eq` the two ensembles with equal averages.
- `gge_maximises_entropy_witness` evaluates the two-mode weights and averages, then obtains the strict inequality from the equality case.

The multipliers are given. The theorems do not show that multipliers exist for prescribed targets, nor that a solver will find them. A target at the extreme value of a non-constant observable, for instance, cannot be reached with finite multipliers, because every $q_i$ is positive. Solver tolerance, floating-point error, sampling error, infinite state spaces and non-commuting observables also lie beyond the hypotheses. Entropy here is relative to equal weighting of the listed states, so reweighting from a non-uniform reference distribution calls for a different objective.
